# Density averaging and kernel averaging agree at all positive densities exactly when a continuous gas kernel is affine in the density

Two calculations can start from the same exchange-correlation kernel of the uniform electron gas and still put different kernels into the correlation energy. The gas kernel depends on one density, but two points of an inhomogeneous system have two densities, $a$ and $b$. One prescription evaluates the kernel at the mean density; the other takes the mean of the two kernel values. Both are symmetric under exchange of the points, so symmetry does not reveal the difference. For a kernel $f(n)=1/n$ and densities 1 and 3, the first gives $1/2$ and the second $2/3$.

At a fixed nonzero separation, and for a kernel continuous in the density, the prescriptions coincide for every pair of positive densities only if $f(n)=cn+d$. For corrections to the random-phase approximation built from such two-density kernels, the choice of average is therefore part of the method unless the gas kernel has this form.

## The two prescriptions

```lean
import Mathlib

open Set

namespace KernelSymmetrisation

noncomputable section
```

The file imports the mathematical library Mathlib. Opening `Set` gives short names for intervals: `Icc a b` is the closed interval $[a,b]$, and `Ioi 0` is the set of all $n>0$.

```lean
/-- Density averaging: the gas kernel `f` evaluated at the mean of the two densities. -/
def densityAverage (f : ℝ → ℝ) (a b : ℝ) : ℝ := f ((a + b) / 2)
```

The type `ℝ → ℝ` says that `f` takes a real number to a real number. Here the input is the density and the output is the real value of a static (frequency-independent) kernel at one fixed separation. Lean writes function application without brackets, so `densityAverage f a b` is

$$f\!\left(\frac{a+b}{2}\right).$$

```lean
/-- Kernel averaging: the mean of the gas kernel `f` evaluated at each of the two densities. -/
def kernelAverage (f : ℝ → ℝ) (a b : ℝ) : ℝ := (f a + f b) / 2
```

This is the other prescription,

$$\frac{f(a)+f(b)}{2}.$$

Neither definition requires positive densities; that restriction enters through the theorems.

```lean
/-- The two averaging prescriptions give the same value for every pair of densities in `s`. -/
def AveragesAgreeOn (f : ℝ → ℝ) (s : Set ℝ) : Prop :=
  ∀ a ∈ s, ∀ b ∈ s, densityAverage f a b = kernelAverage f a b
```

A `Prop` is a statement, which may be true or false. This one says that the two averages are equal for all $a$ and $b$ in the set $s$. With $s$ the positive reals, every pair of positive densities is tested at the same separation. That is a demand on the kernel as a prescription for arbitrary systems: a particular molecule or solid realises only some pairs at each separation.

## A maximum that cannot be positive

```lean
/-- A continuous function on a density interval that vanishes at both ends, and for which the
two averages agree, is nowhere positive on the interval. -/
theorem nonpos_of_averagesAgree {g : ℝ → ℝ} {a b : ℝ} (hg : ContinuousOn g (Icc a b))
    (ha : g a = 0) (hb : g b = 0) (hm : AveragesAgreeOn g (Icc a b)) :
    ∀ x ∈ Icc a b, g x ≤ 0 := by
  intro x hx
  obtain ⟨m, hmI, hmax⟩ := isCompact_Icc.exists_isMaxOn ⟨x, hx⟩ hg
  have hle : ∀ y ∈ Icc a b, g y ≤ g m := isMaxOn_iff.mp hmax
  have hab : a ≤ b := hx.1.trans hx.2
  suffices hs : g m ≤ 0 from (hle x hx).trans hs
  -- reflect the nearer endpoint through the maximiser `m`
  rcases le_total m ((a + b) / 2) with h | h
  · have hr : 2 * m - a ∈ Icc a b := ⟨by linarith [hmI.1], by linarith⟩
    have e := hm a ⟨le_refl a, hab⟩ (2 * m - a) hr
    unfold densityAverage kernelAverage at e
    rw [show (a + (2 * m - a)) / 2 = m by ring, ha] at e
    linarith [hle _ hr]
  · have hr : 2 * m - b ∈ Icc a b := ⟨by linarith, by linarith [hmI.2]⟩
    have e := hm b ⟨hab, le_refl b⟩ (2 * m - b) hr
    unfold densityAverage kernelAverage at e
    rw [show (b + (2 * m - b)) / 2 = m by ring, hb] at e
    linarith [hle _ hr]
```

The names before the colon are the hypotheses: $g$ is continuous on $[a,b]$, vanishes at both ends, and has equal averages there. The conclusion is $g(x)\le 0$ throughout the interval.

By hand, let $m$ be a point where $g$ reaches its maximum on $[a,b]$. Suppose first that $m$ lies in the left half, $m\le (a+b)/2$. The reflection of $a$ through $m$ is $2m-a$, which still lies in $[a,b]$, and $m$ is the midpoint of $a$ and $2m-a$. Equality of the averages gives

$$g(m)=\frac{g(a)+g(2m-a)}{2}=\frac{g(2m-a)}{2}\le\frac{g(m)}{2},$$

so $g(m)\le 0$. If $m$ lies in the right half, the same argument works with $b$ and $2m-b$. Since no value exceeds $g(m)$, the claim follows.

The Lean proof follows the same argument, except that `suffices` makes the last reduction, to $g(m)\le 0$, before the two cases are treated. The `obtain` line extracts the maximiser from continuity on a compact interval, `rcases` splits into the two halves, and `e` is the averaging identity for the reflected pair. The tactic `linarith` then finishes with linear inequalities.

## Agreement forces a straight line

```lean
/-- If the two averages of a continuous kernel agree on a density interval, the kernel there
is the linear interpolation between its values at the ends. -/
theorem eq_chord_of_averagesAgree {f : ℝ → ℝ} {a b : ℝ} (hf : ContinuousOn f (Icc a b))
    (h : AveragesAgreeOn f (Icc a b)) {x : ℝ} (hx : x ∈ Icc a b) :
    (b - a) * f x = (b - x) * f a + (x - a) * f b := by
  -- the deviation from the chord, taken with either sign, is nowhere positive
  have key : ∀ s : ℝ, s * ((b - a) * f x - (b - x) * f a - (x - a) * f b) ≤ 0 := by
    intro s
    refine nonpos_of_averagesAgree
      (g := fun t => s * ((b - a) * f t - (b - t) * f a - (t - a) * f b))
      (a := a) (b := b) ?_ ?_ ?_ ?_ x hx
    · fun_prop
    · ring
    · ring
    · intro y hy z hz
      have e := h y hy z hz
      simp only [densityAverage, kernelAverage] at e ⊢
      linear_combination s * (b - a) * e
  linarith [key 1, key (-1)]
```

For $a<b$, division by $b-a$ turns the conclusion into the familiar interpolation formula

$$f(x)=\frac{b-x}{b-a}\,f(a)+\frac{x-a}{b-a}\,f(b).$$

The undivided form also holds when $a=b$, where both sides are zero. The theorem needs agreement only within $[a,b]$, so it already applies to a limited range of densities.

To derive it, fix a real number $s$ and consider the deviation from the chord,

$$g_s(t)=s\,\big[(b-a)f(t)-(b-t)f(a)-(t-a)f(b)\big].$$

It is continuous and vanishes at $t=a$ and $t=b$. Its averages agree as well: those of $f$ agree by hypothesis, and the remaining terms are affine in $t$, for which the midpoint rule is an identity. The previous theorem gives $g_s(x)\le 0$. Taking $s=1$ shows that the bracket is not positive, and $s=-1$ that it is not negative. Hence it is zero.

In Lean, `key` is the inequality for every `s`. Its four requirements are continuity, the two end values and agreement of the averages; `fun_prop` supplies the first, and `linear_combination` derives the last by multiplying the identity for $f$ by $s(b-a)$. The final line uses `key 1` and `key (-1)`.

```lean
/-- For a gas kernel continuous in the density, density averaging equals kernel averaging for
all pairs of positive densities if and only if the kernel is an affine function of density. -/
theorem averagesAgree_iff_affine {f : ℝ → ℝ} (hf : ContinuousOn f (Ioi 0)) :
    AveragesAgreeOn f (Ioi 0) ↔ ∃ c d : ℝ, ∀ n > 0, f n = c * n + d := by
  constructor
  · intro h
    have chord : ∀ a b x : ℝ, 0 < a → a ≤ x → x ≤ b →
        (b - a) * f x = (b - x) * f a + (x - a) * f b := by
      intro a b x ha hax hxb
      have hsub : Icc a b ⊆ Ioi (0 : ℝ) := fun y hy => lt_of_lt_of_le ha hy.1
      exact eq_chord_of_averagesAgree (hf.mono hsub)
        (fun y hy z hz => h y (hsub hy) z (hsub hz)) ⟨hax, hxb⟩
    -- the values at densities 1 and 2 fix the slope and the intercept
    refine ⟨f 2 - f 1, 2 * f 1 - f 2, fun n hn => ?_⟩
    rcases le_total n 1 with h1 | h1
    · have e := chord n 2 1 hn h1 (by norm_num)
      linear_combination -e
    · rcases le_total n 2 with h2 | h2
      · have e := chord 1 2 n one_pos h1 h2
        linear_combination e
      · have e := chord 1 n 2 one_pos (by norm_num) h2
        linear_combination -e
  · rintro ⟨c, d, h⟩ a ha b hb
    have ha' : 0 < a := ha
    have hb' : 0 < b := hb
    unfold densityAverage kernelAverage
    rw [h a ha', h b hb', h ((a + b) / 2) (by positivity)]
    ring
```

This is the main result. The hypothesis `hf` says that $f$ is continuous at positive densities; a kernel differentiable there is covered, because differentiability implies continuity. Physically, a small change of density must not make the kernel jump. The symbol `↔` means "if and only if", and the right-hand side says that constants $c$ and $d$ exist with $f(n)=cn+d$ for all $n>0$.

For the forward direction, the values at densities 1 and 2, in whatever unit is used, fix the candidates

$$c=f(2)-f(1),\qquad d=2f(1)-f(2).$$

Any other positive density $n$ is tied to these two by a chord:

- If $n\le 1$, the chord over $[n,2]$, read at 1, gives $(2-n)f(1)=f(n)+(1-n)f(2)$.
- If $1\le n\le 2$, the chord over $[1,2]$, read at $n$, gives $f(n)=(2-n)f(1)+(n-1)f(2)$.
- If $n\ge 2$, the chord over $[1,n]$, read at 2, gives $(n-1)f(2)=(n-2)f(1)+f(n)$.

Solving each for $f(n)$ gives

$$f(n)=\big(f(2)-f(1)\big)n+2f(1)-f(2)=cn+d.$$

The Lean proof first states the chord identity as `chord`, for any interval with a positive left end, and then treats these three cases.

For the converse, insert $f(n)=cn+d$:

$$c\,\frac{a+b}{2}+d=\frac{(ca+d)+(cb+d)}{2}.$$

The `rw` step makes this substitution at the three densities, and `ring` checks the algebra.

## All separations, and bounded kernels

```lean
/-- For a kernel `k n r` depending on density `n` and separation `r`, the two averages agree at
every separation if and only if `k n r = c r * n + d r` at all positive densities. -/
theorem averagesAgree_all_separations_iff {R : Type*} {k : ℝ → R → ℝ}
    (hk : ∀ r, ContinuousOn (fun n => k n r) (Ioi 0)) :
    (∀ r, AveragesAgreeOn (fun n => k n r) (Ioi 0)) ↔
      ∃ c d : R → ℝ, ∀ r, ∀ n > 0, k n r = c r * n + d r := by
  constructor
  · intro h
    choose c d hcd using fun r => (averagesAgree_iff_affine (hk r)).mp (h r)
    exact ⟨c, d, hcd⟩
  · rintro ⟨c, d, h⟩ r
    exact (averagesAgree_iff_affine (hk r)).mpr ⟨c r, d r, h r⟩
```

The kernel now has two arguments, $k(n,r)$. The type `R` of separations is left general, so $r$ may be a distance or a vector. Physically it should be read as nonzero: at zero separation the two points share one density, and the averages coincide for any kernel. Continuity is required in $n$ at each $r$, not in $r$. The averages agree at every separation exactly when

$$k(n,r)=c(r)\,n+d(r)\qquad\text{for all } n>0.$$

The main theorem is applied separately at each $r$, and `choose` collects the resulting constants into functions $c(r)$ and $d(r)$. Nothing is claimed about how smoothly these vary.

```lean
/-- A continuous kernel that is bounded over all positive densities, and for which the two
averages agree, does not depend on the density. -/
theorem constant_of_bounded {f : ℝ → ℝ} (hf : ContinuousOn f (Ioi 0))
    (h : AveragesAgreeOn f (Ioi 0)) {M : ℝ} (hM : ∀ n > 0, |f n| ≤ M) :
    ∃ d : ℝ, ∀ n > 0, f n = d := by
  obtain ⟨c, d, hcd⟩ := (averagesAgree_iff_affine hf).mp h
  have hM0 : 0 ≤ M := (abs_nonneg _).trans (hM 1 one_pos)
  have hc : c = 0 := by
    by_contra hc
    have hc' : 0 < |c| := abs_pos.mpr hc
    -- at this density the linear term exceeds the bound
    have hn : 0 < (M + |d| + 1) / |c| := by positivity
    have hb := hM _ hn
    rw [hcd _ hn] at hb
    have e : |c * ((M + |d| + 1) / |c|)| = M + |d| + 1 := by
      rw [abs_mul, abs_of_pos hn]
      exact mul_div_cancel₀ _ hc'.ne'
    have t := abs_sub (c * ((M + |d| + 1) / |c|) + d) d
    rw [add_sub_cancel_right, e] at t
    linarith
  refine ⟨d, fun n hn => ?_⟩
  rw [hcd n hn, hc]
  ring
```

The bound $M$ is a ceiling on the strength of the kernel at the chosen separation, valid for arbitrarily thin and arbitrarily dense gases. It is an assumption about the kernel, not something derived from the electron gas. Under it, agreement of the averages leaves only a kernel independent of density.

The main theorem gives $f(n)=cn+d$. If $c\ne0$, choose

$$n=\frac{M+|d|+1}{|c|}.$$

This is positive, since $M\ge|f(1)|\ge0$. Then $|cn|=M+|d|+1$, whereas the triangle inequality and the bound give

$$|cn|\le|cn+d|+|d|\le M+|d|.$$

The contradiction forces $c=0$. In the code, `by_contra` introduces the assumption $c\neq0$, `e` evaluates $|cn|$, and `t` is the triangle inequality.

## The sign and size of the difference

```lean
/-- For a kernel strictly convex in the density, density averaging gives a strictly smaller
value than kernel averaging at any two different positive densities. -/
theorem densityAverage_lt_kernelAverage {f : ℝ → ℝ} (hf : StrictConvexOn ℝ (Ioi 0) f)
    {a b : ℝ} (ha : 0 < a) (hb : 0 < b) (hab : a ≠ b) :
    densityAverage f a b < kernelAverage f a b := by
  have h := hf.2 (mem_Ioi.mpr ha) (mem_Ioi.mpr hb) hab
    (show (0 : ℝ) < 1 / 2 by norm_num) (show (0 : ℝ) < 1 / 2 by norm_num) (by norm_num)
  simp only [smul_eq_mul] at h
  rw [show 1 / 2 * a + 1 / 2 * b = (a + b) / 2 by ring] at h
  unfold densityAverage kernelAverage
  linarith
```

Strict convexity means that the graph of $f$ lies strictly below each of its chords between the end points. With equal weights this reads, for $a\ne b$,

$$f\!\left(\tfrac12a+\tfrac12b\right)<\tfrac12f(a)+\tfrac12f(b).$$

The left side is the density average and the right side the kernel average. The proof takes this inequality from the definition of `StrictConvexOn`, with both weights equal to $1/2$, and rewrites it in terms of the two prescriptions. For a strictly concave kernel, such as $-1/n$, the inequality is reversed, as applying the theorem to $-f$ shows. The theorem orders kernel values; the ordering of correlation energies is a separate question.

```lean
/-- For a kernel inversely proportional to the density, with unit prefactor, the kernel average
exceeds the density average by `(a - b)² / (2ab(a + b))`. -/
theorem inverse_density_discrepancy {a b : ℝ} (ha : 0 < a) (hb : 0 < b) :
    kernelAverage (fun n => 1 / n) a b - densityAverage (fun n => 1 / n) a b
      = (a - b) ^ 2 / (2 * a * b * (a + b)) := by
  have hs : a + b ≠ 0 := by positivity
  have ha' : a ≠ 0 := ha.ne'
  have hb' : b ≠ 0 := hb.ne'
  simp only [kernelAverage, densityAverage]
  rw [one_div_div, div_add_div _ _ ha' hb', div_div, div_sub_div _ _ (by positivity) hs,
    div_eq_div_iff (by positivity) (by positivity)]
  ring

end

end KernelSymmetrisation
```

The expression `fun n => 1 / n` is the function $n\mapsto1/n$. It is a simple test kernel, not a model of the electron gas, and its prefactor is set to one. The difference of the averages is

$$\frac12\left(\frac1a+\frac1b\right)-\frac{2}{a+b}
=\frac{a+b}{2ab}-\frac{2}{a+b}
=\frac{(a+b)^2-4ab}{2ab(a+b)}
=\frac{(a-b)^2}{2ab(a+b)}.$$

Lean combines the fractions in the same way, using the fact that the denominators are nonzero, and `ring` verifies the remaining polynomial identity. For densities 1 and 3 the result is $1/6$, the gap between the two values in the opening example.

Two limits show how the difference behaves for this kernel. For nearly equal densities $n\pm\delta/2$, the difference is approximately $\delta^2/(4n^3)$, of second order in the density variation. If instead $b\to0$ at fixed $a$, it grows as $1/(2b)$: for a point in a low-density tail, paired with one in the bulk, the gap between the two kernel values has no upper limit. The correlation energy need not follow, because the density response that multiplies the kernel is small in the tail.

## A different mean density

The definition `densityAverage` uses the arithmetic mean. With the geometric mean $\sqrt{ab}$ in its place, the condition would be

$$f(\sqrt{ab})=\frac{f(a)+f(b)}{2}.$$

Writing $n=e^t$ turns this into the ordinary midpoint rule in $t$, so the continuous solutions become $f(n)=c\ln n+d$. The affine form thus belongs to the arithmetic mean; this variant is an argument by hand and is not among the theorems above.

```lean
#print axioms KernelSymmetrisation.averagesAgree_iff_affine
#print axioms KernelSymmetrisation.averagesAgree_all_separations_iff
#print axioms KernelSymmetrisation.densityAverage_lt_kernelAverage
#print axioms KernelSymmetrisation.inverse_density_discrepancy
```

```
'KernelSymmetrisation.averagesAgree_iff_affine' depends on axioms: [propext, Classical.choice, Quot.sound]
'KernelSymmetrisation.averagesAgree_all_separations_iff' depends on axioms: [propext, Classical.choice, Quot.sound]
'KernelSymmetrisation.densityAverage_lt_kernelAverage' depends on axioms: [propext, Classical.choice, Quot.sound]
'KernelSymmetrisation.inverse_density_discrepancy' depends on axioms: [propext, Classical.choice, Quot.sound]
```
